# Block form of a spatial linear map composed with a pure Lorentz boost

In 1+n dimensions, with the spatial index `n` a finite type, `boost w` is the pure Lorentz boost with blocks γ, wᵀ, w and 1 + w wᵀ/(1+γ), where γ = √(1 + w·w) is the Lorentz factor of the spatial four-velocity w. The matrix `rot Q` is diag(1, Q), which leaves time alone and acts on space by Q; here Q is an arbitrary real matrix, not assumed orthogonal. The theorem `rot_mul_boost` states that diag(1, Q) B(w) has upper blocks γ and wᵀ, unchanged, and lower blocks Qw and Q + (Qw) wᵀ/(1+γ). The attempt first proves that Q times the column w is the column Qw (`h1`) and that Q (w wᵀ) = (Qw) wᵀ (`h2`). It then multiplies blockwise with `fromBlocks_multiply` and cleans the four blocks with `simp only`.

An attempt in Lean 4 with a fault in it:

```lean
import Mathlib

open Matrix

namespace BoostOrder

noncomputable section

variable {n : Type*} [Fintype n] [DecidableEq n]

/-- Lorentz factor `γ = √(1 + u·u)` belonging to the spatial four-velocity `u`. -/
def gamma (u : n → ℝ) : ℝ := Real.sqrt (1 + u ⬝ᵥ u)

/-- Pure boost `B(u) = [[γ, uᵀ], [u, 1 + u uᵀ/(1+γ)]]` in `1+n` dimensions. -/
def boost (u : n → ℝ) : Matrix (Unit ⊕ n) (Unit ⊕ n) ℝ :=
  fromBlocks (of fun _ _ => gamma u) (of fun _ j => u j) (of fun i _ => u i)
    (1 + (1 / (1 + gamma u)) • vecMulVec u u)

/-- The matrix `diag(1, R)`, acting by `R` on space and leaving time alone. -/
def rot (R : Matrix n n ℝ) : Matrix (Unit ⊕ n) (Unit ⊕ n) ℝ := fromBlocks 1 0 0 R

/-- Block form of `diag(1,Q) B(w)`. -/
theorem rot_mul_boost (w : n → ℝ) (Q : Matrix n n ℝ) :
    rot Q * boost w =
      fromBlocks (of fun _ _ => gamma w) (of fun _ j => w j) (of fun i _ => (Q *ᵥ w) i)
        (Q + (1 / (1 + gamma w)) • vecMulVec (Q *ᵥ w) w) := by
  have h1 : Q * (of fun i (_ : Unit) => w i) = of fun i _ => (Q *ᵥ w) i := by
    ext i j
    simp only [mul_apply, of_apply, mulVec, dotProduct]
  have h2 : Q * vecMulVec w w = vecMulVec (Q *ᵥ w) w := by
    ext i j
    simp only [mul_apply, vecMulVec_apply, mulVec, dotProduct, Finset.sum_mul, mul_assoc]
  unfold boost rot
  rw [fromBlocks_multiply, h1]
  simp only [Matrix.mul_one, Matrix.zero_mul, add_zero, zero_add, Matrix.mul_add,
    Matrix.one_mul, Matrix.mul_smul, h2]

end

end BoostOrder
```

Compiling this gives:

```
Main.lean:26:60: error: unsolved goals
n : Type u_1
inst✝¹ : Fintype n
inst✝ : DecidableEq n
w : n → ℝ
Q : Matrix n n ℝ
h1 : (Q * of fun i x => w i) = of fun i x => (Q *ᵥ w) i
h2 : Q * vecMulVec w w = vecMulVec (Q *ᵥ w) w
⊢ fromBlocks (of fun x x_1 => gamma w) ((of fun x j => w j) + (1 / (1 + gamma w)) • 0) (of fun i x => (Q *ᵥ w) i)
      (Q + (1 / (1 + gamma w)) • vecMulVec (Q *ᵥ w) w) =
    fromBlocks (of fun x x_1 => gamma w) (of fun x j => w j) (of fun i x => (Q *ᵥ w) i)
      (Q + (1 / (1 + gamma w)) • vecMulVec (Q *ᵥ w) w)
```

Diagnosis. The message says that the final `simp only` left a goal open. The two sides agree in three blocks. In the upper right block the left side still reads `(of fun x j => w j) + (1 / (1 + gamma w)) • 0`, where the right side has only `of fun x j => w j`.

After `fromBlocks_multiply` this block is the identity times the row wᵀ, plus the zero block times `1 + (1 / (1 + gamma w)) • vecMulVec w w`. Both `Matrix.zero_mul` and `Matrix.mul_add` match that second product. The leftover term shows that it was distributed by `Matrix.mul_add` instead of being sent to zero whole. The first summand vanished. In the second, `Matrix.mul_smul` pulled the scalar out, and `Matrix.zero_mul` reduced the remaining product to `0`, leaving a scalar times the zero matrix. No lemma in the list rewrites `c • 0`, and `add_zero` needs a literal `0`.

The diff adds `smul_zero`, which turns `(1 / (1 + gamma w)) • 0` into `0`. Then `add_zero` removes it, the two sides coincide, and the goal closes.

The repair, with which the file compiles:

```diff
@@ -34,5 +34,5 @@
   rw [fromBlocks_multiply, h1]
   simp only [Matrix.mul_one, Matrix.zero_mul, add_zero, zero_add, Matrix.mul_add,
-    Matrix.one_mul, Matrix.mul_smul, h2]
+    Matrix.one_mul, Matrix.mul_smul, smul_zero, h2]
 
 end
```
